# For H(t) = exp(−2it)T + exp(−it)V with T and V complex symmetric, the energy of a continuous eigenvector with cᵀc = 1 has slope −i(2K + P), with K and P its rotated kinetic and potential energies

The theorem `trajectory_slope` concerns the finite matrix Hamiltonian exp(−2it)T + exp(−it)V, where T and V are complex symmetric and t is a real rotation angle. Suppose c(s) satisfies the eigenvalue equation with energy E(s) for all angles s near t, is continuous at t, and has cᵀc = 1 at t, without complex conjugation. Then E is differentiable at t with derivative −i(2K + P), where K = exp(−2it)cᵀTc and P = exp(−it)cᵀVc are taken at t. The proof uses an identity between eigenvectors at two angles to write the difference quotient of E as a fraction whose denominator is the overlap c(t)ᵀc(s), and then lets s tend to t.

This version doesn't compile in Lean 4 with Mathlib:

```lean
import Mathlib

open Matrix Filter Topology
open Complex (I)

namespace TrajectorySlope

noncomputable section

variable {n : Type*} [Fintype n]

/-- The complex-rotated Hamiltonian `exp(-2it) T + exp(-it) V` at rotation angle `t`. -/
def rotatedH (T V : Matrix n n ℂ) (t : ℝ) : Matrix n n ℂ :=
  Complex.exp (-2 * I * t) • T + Complex.exp (-I * t) • V

/-- The rotated kinetic energy `exp(-2it) cᵀTc`, formed without complex conjugation. -/
def kinetic (T : Matrix n n ℂ) (t : ℝ) (c : n → ℂ) : ℂ :=
  Complex.exp (-2 * I * t) * (c ⬝ᵥ T *ᵥ c)

/-- The rotated potential energy `exp(-it) cᵀVc`, formed without complex conjugation. -/
def potential (V : Matrix n n ℂ) (t : ℝ) (c : n → ℂ) : ℂ :=
  Complex.exp (-I * t) * (c ⬝ᵥ V *ᵥ c)

/-- Matrix elements of the rotated Hamiltonian split into a kinetic and a potential part. -/
theorem rotatedH_element (T V : Matrix n n ℂ) (t : ℝ) (u v : n → ℂ) :
    u ⬝ᵥ rotatedH T V t *ᵥ v =
      Complex.exp (-2 * I * t) * (u ⬝ᵥ T *ᵥ v) + Complex.exp (-I * t) * (u ⬝ᵥ V *ᵥ v) := by
  simp only [rotatedH, Matrix.add_mulVec, Matrix.smul_mulVec, dotProduct_add,
    dotProduct_smul, smul_eq_mul]

/-- A complex symmetric matrix has symmetric matrix elements in the c-product. -/
theorem element_symm {M : Matrix n n ℂ} (hM : M.IsSymm) (u v : n → ℂ) :
    u ⬝ᵥ M *ᵥ v = v ⬝ᵥ M *ᵥ u := by
  rw [Matrix.dotProduct_mulVec, ← Matrix.mulVec_transpose, hM.eq, dotProduct_comm]

/-- For complex symmetric `T` and `V`, the energy difference between eigenvectors at two rotation
angles, times their overlap, is the matrix element of the change in the Hamiltonian. -/
theorem two_angle_identity {T V : Matrix n n ℂ} (hT : T.IsSymm) (hV : V.IsSymm)
    {s t : ℝ} {ε η : ℂ} {u v : n → ℂ}
    (hu : rotatedH T V t *ᵥ u = ε • u) (hv : rotatedH T V s *ᵥ v = η • v) :
    (η - ε) * (u ⬝ᵥ v) =
      (Complex.exp (-2 * I * s) - Complex.exp (-2 * I * t)) * (u ⬝ᵥ T *ᵥ v)
        + (Complex.exp (-I * s) - Complex.exp (-I * t)) * (u ⬝ᵥ V *ᵥ v) := by
  have h1 := rotatedH_element T V s u v
  have h2 := rotatedH_element T V t v u
  rw [hv, dotProduct_smul, smul_eq_mul] at h1
  rw [hu, dotProduct_smul, smul_eq_mul, dotProduct_comm v u,
    element_symm hT v u, element_symm hV v u] at h2
  linear_combination h1 - h2

/-- The phase factor `exp(kt)` has derivative `k exp(kt)` in the real angle `t`. -/
theorem hasDerivAt_phase (k : ℂ) (t : ℝ) :
    HasDerivAt (fun s : ℝ => Complex.exp (k * s)) (k * Complex.exp (k * t)) t := by
  have h0 : HasDerivAt (fun s : ℝ => (s : ℂ)) 1 t :=
    (Complex.ofRealCLM.hasDerivAt (x := t)).congr_deriv (by simp)
  exact (h0.const_mul k).cexp.congr_deriv (by ring)

/-- Eigenvalue trajectory: for complex symmetric `T` and `V`, an eigenvector continuous at `t` with
`cᵀc = 1` there has an energy that is differentiable at `t`, with slope `-i(2K + P)`, where `K` and
`P` are the rotated kinetic and potential energies. -/
theorem trajectory_slope {T V : Matrix n n ℂ} (hT : T.IsSymm) (hV : V.IsSymm)
    {E : ℝ → ℂ} {c : ℝ → n → ℂ} {t : ℝ} (hc : ContinuousAt c t)
    (hev : ∀ᶠ s in 𝓝 t, rotatedH T V s *ᵥ c s = E s • c s) (hn : c t ⬝ᵥ c t = 1) :
    HasDerivAt E (-I * (2 * kinetic T t (c t) + potential V t (c t))) t := by
  have hc' : Tendsto c (𝓝[≠] t) (𝓝 (c t)) := hc.tendsto.mono_left nhdsWithin_le_nhds
  -- matrix elements and overlap with the fixed vector `c t` are continuous
  have hM : ∀ M : Matrix n n ℂ,
      Tendsto (fun s => c t ⬝ᵥ M *ᵥ c s) (𝓝[≠] t) (𝓝 (c t ⬝ᵥ M *ᵥ c t)) := by
    intro M
    have h : Continuous (fun v : n → ℂ => c t ⬝ᵥ M *ᵥ v) := by
      simp only [dotProduct, Matrix.mulVec]
      fun_prop
    exact (h.tendsto (c t)).comp hc'
  have hN : Tendsto (fun s => c t ⬝ᵥ c s) (𝓝[≠] t) (𝓝 (c t ⬝ᵥ c t)) := by
    have h : Continuous (fun v : n → ℂ => c t ⬝ᵥ v) := by
      simp only [dotProduct]
      fun_prop
    exact (h.tendsto (c t)).comp hc'
  have h0 : c t ⬝ᵥ c t ≠ 0 := by
    rw [hn]
    exact one_ne_zero
  have hne : ∀ᶠ s in 𝓝[≠] t, c t ⬝ᵥ c s ≠ 0 :=
    hN.eventually (isOpen_ne.eventually_mem h0)
  have ha := hasDerivAt_iff_tendsto_slope.mp (hasDerivAt_phase (-2 * I) t)
  have hb := hasDerivAt_iff_tendsto_slope.mp (hasDerivAt_phase (-I) t)
  have hlim := ((ha.mul (hM T)).add (hb.mul (hM V))).div hN h0
  -- the difference quotient of `E` is given by the two-angle identity
  have hE : Tendsto (slope E t) (𝓝[≠] t) (𝓝 _) := hlim.congr' (by
    filter_upwards [hev.filter_mono nhdsWithin_le_nhds, hne] with s h1 h2
    have h := two_angle_identity hT hV hev.self_of_nhds h1
    simp only [slope, vsub_eq_sub, Complex.real_smul]
    rw [div_eq_iff h2]
    linear_combination (-(((s - t)⁻¹ : ℝ) : ℂ)) * h)
  refine (hasDerivAt_iff_tendsto_slope.mpr hE).congr_deriv ?_
  rw [hn]
  simp only [kinetic, potential]
  ring

end

end TrajectorySlope
```

Compiling this gives:

```
Main.lean:92:8: error: Tactic `rewrite` failed: Did not find an occurrence of the pattern
  @Eq ℂ (?m.515 / c t ⬝ᵥ c s) ?m.517
in the target expression
  @Eq ℂ
    (((fun x =>
          ↑(x - t)⁻¹ * (Complex.exp (-2 * I * ↑x) - Complex.exp (-2 * I * ↑t)) * c t ⬝ᵥ T *ᵥ c x +
            ↑(x - t)⁻¹ * (Complex.exp (-I * ↑x) - Complex.exp (-I * ↑t)) * c t ⬝ᵥ V *ᵥ c x) /
        fun s => c t ⬝ᵥ c s)
      s)
    (↑(s - t)⁻¹ * (E s - E t))

n : Type u_1
inst✝ : Fintype n
T V : Matrix n n ℂ
hT : T.IsSymm
hV : V.IsSymm
E : ℝ → ℂ
c : ℝ → n → ℂ
t : ℝ
hc : ContinuousAt c t
hev : ∀ᶠ (s : ℝ) in 𝓝 t, rotatedH T V s *ᵥ c s = E s • c s
hn : c t ⬝ᵥ c t = 1
hc' : Tendsto c (𝓝[≠] t) (𝓝 (c t))
hM : ∀ (M : Matrix n n ℂ), Tendsto (fun s => c t ⬝ᵥ M *ᵥ c s) (𝓝[≠] t) (𝓝 (c t ⬝ᵥ M *ᵥ c t))
hN : Tendsto (fun s => c t ⬝ᵥ c s) (𝓝[≠] t) (𝓝 (c t ⬝ᵥ c t))
h0 : c t ⬝ᵥ c t ≠ 0
hne : ∀ᶠ (s : ℝ) in 𝓝[≠] t, c t ⬝ᵥ c s ≠ 0
ha : Tendsto (slope (fun s => Complex.exp (-2 * I * ↑s)) t) (𝓝[≠] t) (𝓝 (-2 * I * Complex.exp (-2 * I * ↑t)))
hb : Tendsto (slope (fun s => Complex.exp (-I * ↑s)) t) (𝓝[≠] t) (𝓝 (-I * Complex.exp (-I * ↑t)))
hlim :
  Tendsto
    ((fun x =>
        slope (fun s => Complex.exp (-2 * I * ↑s)) t x * c t ⬝ᵥ T *ᵥ c x +
          slope (fun s => Complex.exp (-I * ↑s)) t x * c t ⬝ᵥ V *ᵥ c x) /
      fun s => c t ⬝ᵥ c s)
    (𝓝[≠] t)
    (𝓝
      ((-2 * I * Complex.exp (-2 * I * ↑t) * c t ⬝ᵥ T *ᵥ c t + -I * Complex.exp (-I * ↑t) * c t ⬝ᵥ V *ᵥ c t) /
        c t ⬝ᵥ c t))
s : ℝ
h1 : rotatedH T V s *ᵥ c s = E s • c s
h2 : c t ⬝ᵥ c s ≠ 0
h :
  (E s - E t) * c t ⬝ᵥ c s =
    (Complex.exp (-2 * I * ↑s) - Complex.exp (-2 * I * ↑t)) * c t ⬝ᵥ T *ᵥ c s +
      (Complex.exp (-I * ↑s) - Complex.exp (-I * ↑t)) * c t ⬝ᵥ V *ᵥ c s
⊢ ((fun x =>
          ↑(x - t)⁻¹ * (Complex.exp (-2 * I * ↑x) - Complex.exp (-2 * I * ↑t)) * c t ⬝ᵥ T *ᵥ c x +
            ↑(x - t)⁻¹ * (Complex.exp (-I * ↑x) - Complex.exp (-I * ↑t)) * c t ⬝ᵥ V *ᵥ c x) /
        fun s => c t ⬝ᵥ c s)
      s =
    ↑(s - t)⁻¹ * (E s - E t)
```

Cause. The error says that `rw [div_eq_iff h2]` found no equation whose left side is a complex number divided by `c t ⬝ᵥ c s`. The goal does contain a division, but it is a division of functions. The limit `hlim`, built with `.div`, concerns a quotient of two functions of the angle, so at the point `s` the left side has the form `(f / g) s`. The rewrite needs `f s / g s`, a quotient of two complex numbers. The two are equal by definition, but `rw` looks for the pattern in the expression as written and does not unfold the function division to find it.

The `simp only` call before it unfolded the slopes but had no lemma for evaluating a quotient of functions. The repair adds `Pi.div_apply`, which states that `(f / g) s` equals `f s / g s`. The denominator then becomes `c t ⬝ᵥ c s`, which `h2` says is nonzero, so `div_eq_iff h2` applies and clears it. The unchanged `linear_combination` then closes the goal from the two-angle identity `h`.

After these edits no error is left:

```diff
@@ -89,5 +89,5 @@
     filter_upwards [hev.filter_mono nhdsWithin_le_nhds, hne] with s h1 h2
     have h := two_angle_identity hT hV hev.self_of_nhds h1
-    simp only [slope, vsub_eq_sub, Complex.real_smul]
+    simp only [slope, vsub_eq_sub, Complex.real_smul, Pi.div_apply]
     rw [div_eq_iff h2]
     linear_combination (-(((s - t)⁻¹ : ℝ) : ℂ)) * h)
```
